# The number of lattice symmetries of a reduced plane cell

A calculation on a two-dimensional crystal can save k-points by symmetry, and an early step is to find the rotations and reflections that map the lattice onto itself. In the basis of the cell vectors these operations are integer matrices that leave the metric tensor unchanged. The problems below count them for a reduced cell of the bare lattice, with exactly known cell parameters; if the cell is a primitive cell of the crystal, its atoms can remove operations but add none.

```lean
import Mathlib

open Matrix

namespace PlaneLatticeSymmetry
```

Let the cell vectors be \(\mathbf a_1,\mathbf a_2\), and put \(a=|\mathbf a_1|^2\), \(b=\mathbf a_1\cdot\mathbf a_2\), \(c=|\mathbf a_2|^2\). So \(a\) and \(c\) are squared lengths. The metric tensor is
\[
G=\begin{pmatrix}a&b\\ b&c\end{pmatrix},
\]
and the vector \(x\mathbf a_1+y\mathbf a_2\) has squared length \(Q(x,y)=ax^2+2bxy+cy^2\).

```lean
/-- The metric tensor of a plane lattice: the scalar products of its two cell vectors. -/
def metric (a b c : ℝ) : Matrix (Fin 2) (Fin 2) ℝ := !![a, b; b, c]
```

The cell is called reduced if \(G\) is positive definite and \(0\le 2b\le a\le c\). The first vector is then no longer than the second, and the angle between them is at most 90°. With this sign of \(b\), a hexagonal cell has an angle of 60°, not 120°. Reducedness is a hypothesis throughout; the reduction of an arbitrary cell is a separate task.

```lean
/-- A reduced cell: the metric tensor is positive definite and `0 ≤ 2b ≤ a ≤ c`. -/
structure IsReduced (a b c : ℝ) : Prop where
  posDef : (metric a b c).PosDef
  nonneg : 0 ≤ 2 * b
  le_a : 2 * b ≤ a
  le_c : a ≤ c
```

The columns of an integer matrix \(U\) hold the coordinates of the images of \(\mathbf a_1\) and \(\mathbf a_2\). The new metric tensor is \(U^{\mathsf T}GU\), and `latticeSymmetries` collects every \(U\) for which it equals \(G\). The `map` in the definition reads the integer entries as real numbers. Invertibility of \(U\) is not assumed.

```lean
/-- The integer changes of cell vectors that leave the metric tensor unchanged. -/
def latticeSymmetries (a b c : ℝ) : Set (Matrix (Fin 2) (Fin 2) ℤ) :=
  {U | (U.map (Int.cast : ℤ → ℝ))ᵀ * metric a b c * U.map (Int.cast : ℤ → ℝ) = metric a b c}
```

Six finite sets of matrices name the candidates. Each contains \(-U\) along with \(U\).

```lean
/-- The identity and the half turn. -/
def halfTurns : Finset (Matrix (Fin 2) (Fin 2) ℤ) := {!![1, 0; 0, 1], !![-1, 0; 0, -1]}

/-- The operations that reverse exactly one of the two cell vectors. -/
def axisMirrors : Finset (Matrix (Fin 2) (Fin 2) ℤ) := {!![1, 0; 0, -1], !![-1, 0; 0, 1]}

/-- The exchange of the two cell vectors, and its negative. -/
def exchanges : Finset (Matrix (Fin 2) (Fin 2) ℤ) := {!![0, 1; 1, 0], !![0, -1; -1, 0]}

/-- The operation that keeps the first cell vector and sends the second to the first minus
the second, and its negative. -/
def centrings : Finset (Matrix (Fin 2) (Fin 2) ℤ) := {!![1, 1; 0, -1], !![-1, -1; 0, 1]}

/-- The operations that exchange the two cell vectors and reverse one of them. -/
def quarterTurns : Finset (Matrix (Fin 2) (Fin 2) ℤ) := {!![0, -1; 1, 0], !![0, 1; -1, 0]}

/-- Six further integer operations, given by their matrices. -/
def hexagonals : Finset (Matrix (Fin 2) (Fin 2) ℤ) :=
  {!![0, -1; 1, 1], !![0, 1; -1, -1], !![1, 1; -1, 0], !![-1, -1; 1, 0],
    !![1, 0; -1, -1], !![-1, 0; 1, 1]}
```

## (a) A lower bound on squared lengths

Show that \(0\le2b\le a\le c\) implies, for all real \(x,y\),
\[
a(x^2+y^2)\le 2Q(x,y).
\]

**Solution.** The difference of the two sides is a sum of non-negative terms:
\[
2Q(x,y)-a(x^2+y^2)=2b(x+y)^2+(a-2b)(x^2+y^2)+2(c-a)y^2 .
\]
In the code `h1`, `h2` and `h3` supply the signs of these terms, and `linarith` adds them up.

```lean
/-- If `0 ≤ 2b ≤ a ≤ c`, the squared length of the vector with coordinates `x, y` is at least
`a (x² + y²) / 2`. -/
theorem length_lower_bound {a b c : ℝ} (hb : 0 ≤ 2 * b) (hba : 2 * b ≤ a) (hac : a ≤ c)
    (x y : ℝ) : a * (x ^ 2 + y ^ 2) ≤ 2 * (a * x ^ 2 + 2 * b * x * y + c * y ^ 2) := by
  have h1 := mul_nonneg hb (sq_nonneg (x + y))
  have h2 := mul_nonneg (sub_nonneg.mpr hba) (add_nonneg (sq_nonneg x) (sq_nonneg y))
  have h3 := mul_nonneg (sub_nonneg.mpr hac) (sq_nonneg y)
  linarith
```

## (b) Reducedness as plain inequalities

Show that positive definiteness may be replaced by one inequality:
\[
\text{the cell is reduced}\iff 0<a\ \text{ and }\ 0\le2b\le a\le c .
\]

**Solution.** If \(G\) is positive definite, then \(a=Q(1,0)>0\). Conversely, let \(a>0\) and \((x,y)\ne(0,0)\). Then \(a(x^2+y^2)>0\), so \(Q(x,y)>0\) by (a). Lean's `PosDef` also requires the matrix to be Hermitian, which for this real matrix is its symmetry and is checked entry by entry.

```lean
/-- A cell is reduced exactly when `0 < a` and `0 ≤ 2b ≤ a ≤ c`. -/
theorem isReduced_iff {a b c : ℝ} :
    IsReduced a b c ↔ 0 < a ∧ 0 ≤ 2 * b ∧ 2 * b ≤ a ∧ a ≤ c := by
  constructor
  · intro h
    have hx : (![1, 0] : Fin 2 → ℝ) ≠ 0 := by
      intro h0
      have := congrFun h0 0
      simp at this
    have hp := h.posDef.dotProduct_mulVec_pos hx
    refine ⟨?_, h.nonneg, h.le_a, h.le_c⟩
    simpa [metric, Matrix.mulVec, dotProduct, Fin.sum_univ_two] using hp
  · rintro ⟨ha, hb, hba, hac⟩
    refine ⟨Matrix.posDef_iff_dotProduct_mulVec.mpr ⟨?_, ?_⟩, hb, hba, hac⟩
    · exact Matrix.IsHermitian.ext fun i j => by
        fin_cases i <;> fin_cases j <;> simp [metric]
    · intro x hx
      have hn : 0 < x 0 ^ 2 + x 1 ^ 2 := by
        by_contra hneg
        have h0 : x 0 = 0 := by nlinarith [sq_nonneg (x 0), sq_nonneg (x 1)]
        have h1 : x 1 = 0 := by nlinarith [sq_nonneg (x 0), sq_nonneg (x 1)]
        apply hx
        funext i
        fin_cases i
        exacts [h0, h1]
      have e : star x ⬝ᵥ (metric a b c *ᵥ x)
          = a * x 0 ^ 2 + 2 * b * x 0 * x 1 + c * x 1 ^ 2 := by
        simp [metric, Matrix.mulVec, dotProduct, Fin.sum_univ_two]
        ring
      rw [e]
      linarith [mul_pos ha hn, length_lower_bound hb hba hac (x 0) (x 1)]
```

## (c) Coordinates of the short vectors

Let \(a>0\), \(0\le2b\le a\le c\), and let \(x,y\) be integers. Show that
\[
Q(x,y)=a\ \Rightarrow\ x,y\in\{-1,0,1\}.
\]

**Solution.** By (a), \(a(x^2+y^2)\le2a\). Division by \(a\) gives \(x^2+y^2\le2\), so neither integer can exceed 1 in magnitude. The code moves this inequality from the reals to the integers with `exact_mod_cast`.

```lean
/-- If `0 < a` and `0 ≤ 2b ≤ a ≤ c`, a lattice vector of squared length `a` has both
coordinates in `{-1, 0, 1}`. -/
theorem short_vector {a b c : ℝ} (ha : 0 < a) (hb : 0 ≤ 2 * b) (hba : 2 * b ≤ a) (hac : a ≤ c)
    (x y : ℤ) (h : a * (x : ℝ) ^ 2 + 2 * b * x * y + c * (y : ℝ) ^ 2 = a) :
    (x = -1 ∨ x = 0 ∨ x = 1) ∧ (y = -1 ∨ y = 0 ∨ y = 1) := by
  have hR : (x : ℝ) ^ 2 + (y : ℝ) ^ 2 ≤ 2 := by
    refine le_of_mul_le_mul_left ?_ ha
    linarith [length_lower_bound hb hba hac x y]
  have hZ : x ^ 2 + y ^ 2 ≤ 2 := by exact_mod_cast hR
  have h1 : x ≤ 1 := by nlinarith [sq_nonneg y]
  have h2 : -1 ≤ x := by nlinarith [sq_nonneg y]
  have h3 : y ≤ 1 := by nlinarith [sq_nonneg x]
  have h4 : -1 ≤ y := by nlinarith [sq_nonneg x]
  constructor <;> omega
```

## (d) Three scalar equations

Write \(U=\begin{pmatrix}p&q\\ r&s\end{pmatrix}\). Show that \(U^{\mathsf T}GU=G\) is equivalent to
\[
\begin{aligned}
ap^2+2bpr+cr^2&=a,\\
apq+b(ps+qr)+crs&=b,\\
aq^2+2bqs+cs^2&=c.
\end{aligned}
\]

**Solution.** The images are \(p\mathbf a_1+r\mathbf a_2\) and \(q\mathbf a_1+s\mathbf a_2\). The left-hand sides are the squared length of the first, their scalar product, and the squared length of the second. These are the entries of \(U^{\mathsf T}GU\), whose two off-diagonal entries agree. The code computes this product in `key` and compares entries.

```lean
/-- An integer matrix is a lattice symmetry exactly when the images of the cell vectors have
the same lengths and the same scalar product as the cell vectors. -/
theorem mem_latticeSymmetries {a b c : ℝ} (p q r s : ℤ) :
    !![p, q; r, s] ∈ latticeSymmetries a b c ↔
      a * (p : ℝ) ^ 2 + 2 * b * p * r + c * (r : ℝ) ^ 2 = a ∧
      a * p * q + b * (p * s + q * r) + c * r * s = b ∧
      a * (q : ℝ) ^ 2 + 2 * b * q * s + c * (s : ℝ) ^ 2 = c := by
  have key : ((!![p, q; r, s]).map (Int.cast : ℤ → ℝ))ᵀ * metric a b c
      * (!![p, q; r, s]).map (Int.cast : ℤ → ℝ)
      = !![a * (p : ℝ) ^ 2 + 2 * b * p * r + c * (r : ℝ) ^ 2,
          a * p * q + b * (p * s + q * r) + c * r * s;
          a * p * q + b * (p * s + q * r) + c * r * s,
          a * (q : ℝ) ^ 2 + 2 * b * q * s + c * (s : ℝ) ^ 2] := by
    ext i j
    fin_cases i <;> fin_cases j <;>
      simp [metric, Matrix.mul_apply, Fin.sum_univ_two] <;> ring
  rw [latticeSymmetries, Set.mem_ofPred_eq, key, metric]
  constructor
  · intro h
    exact ⟨congrFun (congrFun h 0) 0, congrFun (congrFun h 0) 1, congrFun (congrFun h 1) 1⟩
  · rintro ⟨h1, h2, h3⟩
    rw [h1, h2, h3]
```

## (e) The complete list

Show that the symmetries of a reduced cell are exactly the matrices in this table whose condition holds:

| Set | Condition |
|---|---|
| `halfTurns` | none |
| `axisMirrors` | \(b=0\) |
| `exchanges` | \(a=c\) |
| `centrings` | \(2b=a\) |
| `quarterTurns` | \(b=0,\ a=c\) |
| `hexagonals` | \(2b=a=c\) |

**Solution.** Let \(D=ps-qr\). Taking determinants gives \(D^2(ac-b^2)=ac-b^2\). Since \(ac\ge a^2\ge4b^2\) and \(a>0\), the factor \(ac-b^2\) is positive, so \(D^2=1\).

Next, all entries are bounded.

- The first equation of (d) says \(Q(p,r)=a\), so \(p,r\in\{-1,0,1\}\) by (c).
- The inverse \(U^{-1}=D\begin{pmatrix}s&-q\\-r&p\end{pmatrix}\) also preserves \(G\). Its first column gives \(Q(s,-r)=a\), so \(s\in\{-1,0,1\}\).
- If \(s=0\), then \(D=-qr=\pm1\) forces \(q=\pm1\). If \(s=\pm1\), the third equation becomes \(aq^2+2bqs=0\), or \(aq^2+2bqs+as^2=a\). This is (c) with \(c\) replaced by \(a\), so \(q\in\{-1,0,1\}\).

Since \(U\) and \(-U\) are symmetries together, four first columns \((p,r)\) remain.

- **\((1,0)\):** here \(s=D=\pm1\), and the second equation reads \(aq+bs=b\). For \(s=1\), \(q=0\), the identity. For \(s=-1\), \(aq=2b\), so either \(q=0\) and \(b=0\) (an axis mirror), or \(q=1\) and \(2b=a\) (a centring).
- **\((0,1)\):** the first equation gives \(a=c\), and \(q=-D=\pm1\). The second reads \(bq+as=b\). For \(q=1\), \(s=0\), an exchange. For \(q=-1\), \(as=2b\), so either \(s=0\) and \(b=0\) (a quarter turn), or \(s=1\) and \(2b=a\) (a matrix in `hexagonals`).
- **\((1,1)\):** the first equation gives \(2b+c=0\), which is impossible because \(b\ge0\) and \(c>0\).
- **\((1,-1)\):** the first equation gives \(c=2b\), hence \(2b=a=c\). The second becomes \(q-s=1\), and \(D=q+s=\pm1\). So \((q,s)=(1,0)\) or \((0,-1)\), both in `hexagonals`.

Conversely, substitution shows that each listed matrix satisfies all three equations under its condition.

The code follows the same bounds, with `linear_combination` supplying the determinant and inverse identities. It then runs through all 81 matrices with entries in \(\{-1,0,1\}\): `decide` rejects wrong determinants and finds list members, while `linarith` derives the conditions or a contradiction.

```lean
/-- The complete list of symmetries of a reduced cell, each with the equalities among
`a`, `b`, `c` that it requires. -/
theorem symmetry_list {a b c : ℝ} (h : IsReduced a b c) (U : Matrix (Fin 2) (Fin 2) ℤ) :
    U ∈ latticeSymmetries a b c ↔
      U ∈ halfTurns ∨ (b = 0 ∧ U ∈ axisMirrors) ∨ (a = c ∧ U ∈ exchanges) ∨
      (2 * b = a ∧ U ∈ centrings) ∨ (b = 0 ∧ a = c ∧ U ∈ quarterTurns) ∨
      (2 * b = a ∧ a = c ∧ U ∈ hexagonals) := by
  obtain ⟨ha, hb, hba, hac⟩ := isReduced_iff.mp h
  constructor
  · obtain ⟨p, q, r, s, rfl⟩ : ∃ p q r s, U = !![p, q; r, s] :=
      ⟨_, _, _, _, Matrix.eta_fin_two U⟩
    rw [mem_latticeSymmetries]
    rintro ⟨h1, h3, h2⟩
    -- the cell area is preserved, so the determinant squares to one
    have hpos : 0 < a * c - b ^ 2 := by
      nlinarith [mul_nonneg ha.le (sub_nonneg.mpr hac), mul_pos ha ha,
        mul_nonneg (sub_nonneg.mpr hba) (add_nonneg ha.le hb)]
    have hDR : ((p : ℝ) * s - q * r) * (p * s - q * r) = 1 := by
      refine mul_right_cancel₀ hpos.ne' ?_
      linear_combination (a * (q : ℝ) ^ 2 + 2 * b * q * s + c * (s : ℝ) ^ 2) * h1 + a * h2
        - (a * p * q + b * (p * s + q * r) + c * r * s + b) * h3
    have hD : (p * s - q * r) * (p * s - q * r) = 1 := by exact_mod_cast hDR
    -- the first columns of the matrix and of its adjugate are short vectors
    obtain ⟨hp, hr⟩ := short_vector ha hb hba hac p r h1
    have hs := (short_vector ha hb hba hac s (-r) (by
      push_cast
      linear_combination -(s : ℝ) ^ 2 * h1 + 2 * s * r * h3 - (r : ℝ) ^ 2 * h2 + a * hDR)).1
    have hq : q = -1 ∨ q = 0 ∨ q = 1 := by
      rcases hs with rfl | rfl | rfl
      · exact (short_vector ha hb hba le_rfl q (-1) (by push_cast at h2 ⊢; linarith)).1
      · have hd : q ∣ 1 := ⟨r * r * q, by linear_combination -hD⟩
        have := Int.isUnit_iff.mp (isUnit_of_dvd_one hd)
        omega
      · exact (short_vector ha hb hba le_rfl q 1 (by push_cast at h2 ⊢; linarith)).1
    -- finite enumeration: each matrix is excluded or found in the list
    rcases hp with rfl | rfl | rfl <;> rcases hq with rfl | rfl | rfl <;>
      rcases hr with rfl | rfl | rfl <;> rcases hs with rfl | rfl | rfl <;>
      first
      | exact absurd hD (by decide)
      | exact Or.inl (by decide)
      | (push_cast at h1 h2 h3
         first
         | (exfalso; linarith)
         | (refine Or.inr (Or.inl ⟨?_, by decide⟩); linarith)
         | (refine Or.inr (Or.inr (Or.inl ⟨?_, by decide⟩)); linarith)
         | (refine Or.inr (Or.inr (Or.inr (Or.inl ⟨?_, by decide⟩))); linarith)
         | (refine Or.inr (Or.inr (Or.inr (Or.inr (Or.inl ⟨?_, ?_, by decide⟩)))) <;> linarith)
         | (refine Or.inr (Or.inr (Or.inr (Or.inr (Or.inr ⟨?_, ?_, by decide⟩)))) <;> linarith))
  · simp only [halfTurns, axisMirrors, exchanges, centrings, quarterTurns, hexagonals,
      Finset.mem_insert, Finset.mem_singleton]
    rintro ((rfl | rfl) | ⟨e, rfl | rfl⟩ | ⟨e, rfl | rfl⟩ | ⟨e, rfl | rfl⟩ |
      ⟨e, e', rfl | rfl⟩ | ⟨e, e', rfl | rfl | rfl | rfl | rfl | rfl⟩) <;>
      rw [mem_latticeSymmetries] <;> push_cast <;> refine ⟨?_, ?_, ?_⟩ <;> linarith
```

## (f) The four counts

Show that a reduced cell has
\[
\#\{U: U^{\mathsf T}GU=G\}=
\begin{cases}
12,&2b=a=c,\\
8,&b=0,\ a=c,\\
2,&0<2b<a<c,\\
4,&\text{otherwise.}
\end{cases}
\]

**Solution.** The six sets are disjoint; `hexagonals` has six elements and the others two each. Because \(a>0\), the conditions \(b=0\) and \(2b=a\) exclude each other.

- If \(2b=a=c\), the half turns, exchanges, centrings and hexagonals contribute \(2+2+2+6=12\).
- If \(b=0\) and \(a=c\), the half turns, axis mirrors, exchanges and quarter turns contribute \(2+2+2+2=8\).
- If \(0<2b<a<c\), only the 2 half turns remain.
- Otherwise exactly one of \(b=0\), \(2b=a\), \(a=c\) holds, and it adds one pair to the half turns, which makes 4.

The helper `count` replaces the symmetry set by the matching explicit union, whose size `decide` computes.

```lean
/-- The number of symmetries of a reduced plane lattice cell is 12 if `2b = a = c`, 8 if `b = 0`
and `a = c`, 2 if `0 < 2b < a < c`, and 4 otherwise. -/
theorem card_latticeSymmetries {a b c : ℝ} (h : IsReduced a b c) :
    (latticeSymmetries a b c).ncard =
      if 2 * b = a ∧ a = c then 12
      else if b = 0 ∧ a = c then 8
      else if 0 < 2 * b ∧ 2 * b < a ∧ a < c then 2
      else 4 := by
  obtain ⟨ha, hb, hba, hac⟩ := isReduced_iff.mp h
  -- a symmetry set that equals an explicit finite set is counted there
  have count : ∀ F : Finset (Matrix (Fin 2) (Fin 2) ℤ),
      (∀ U, U ∈ latticeSymmetries a b c ↔ U ∈ F) →
      (latticeSymmetries a b c).ncard = F.card := by
    intro F hF
    have e : latticeSymmetries a b c = (F : Set (Matrix (Fin 2) (Fin 2) ℤ)) :=
      Set.ext fun U => by rw [hF U, Finset.mem_coe]
    rw [e, Set.ncard_coe_finset]
  by_cases h0 : b = 0
  · have h2 : ¬ 2 * b = a := fun e => by linarith
    have h3 : ¬ 0 < 2 * b := fun e => by linarith
    by_cases h1 : a = c
    · rw [if_neg (fun e => h2 e.1), if_pos ⟨h0, h1⟩,
        count (halfTurns ∪ axisMirrors ∪ exchanges ∪ quarterTurns) (fun U => by
          rw [symmetry_list h]; simp only [Finset.mem_union]; tauto)]
      decide
    · rw [if_neg (fun e => h2 e.1), if_neg (fun e => h1 e.2), if_neg (fun e => h3 e.1),
        count (halfTurns ∪ axisMirrors) (fun U => by
          rw [symmetry_list h]; simp only [Finset.mem_union]; tauto)]
      decide
  · by_cases h2 : 2 * b = a
    · by_cases h1 : a = c
      · rw [if_pos ⟨h2, h1⟩,
          count (halfTurns ∪ exchanges ∪ centrings ∪ hexagonals) (fun U => by
            rw [symmetry_list h]; simp only [Finset.mem_union]; tauto)]
        decide
      · rw [if_neg (fun e => h1 e.2), if_neg (fun e => h0 e.1),
          if_neg (fun e => e.2.1.ne h2),
          count (halfTurns ∪ centrings) (fun U => by
            rw [symmetry_list h]; simp only [Finset.mem_union]; tauto)]
        decide
    · by_cases h1 : a = c
      · rw [if_neg (fun e => h2 e.1), if_neg (fun e => h0 e.1),
          if_neg (fun e => e.2.2.ne h1),
          count (halfTurns ∪ exchanges) (fun U => by
            rw [symmetry_list h]; simp only [Finset.mem_union]; tauto)]
        decide
      · have hb' : 0 < 2 * b := lt_of_le_of_ne hb (fun e => h0 (by linarith))
        rw [if_neg (fun e => h2 e.1), if_neg (fun e => h0 e.1),
          if_pos ⟨hb', lt_of_le_of_ne hba h2, lt_of_le_of_ne hac h1⟩,
          count halfTurns (fun U => by rw [symmetry_list h]; tauto)]
        decide
```

## (g) From the count back to the metric

Show that for a reduced cell, with \(N\) the number of symmetries,
\[
\begin{aligned}
N=12&\Rightarrow 2b=a=c,\\
N=8&\Rightarrow b=0,\ a=c,\\
N=2&\Rightarrow 0<2b<a<c.
\end{aligned}
\]

**Solution.** In (f) each of the values 12, 8 and 2 occurs in one case only, so it identifies that case. The code splits the formula with `split_ifs` and discards the branches that equate different numbers.

These are the hexagonal, square and oblique lattices. The value 4 is shared by primitive rectangular lattices (\(b=0\), \(a<c\)) and centred rectangular ones, so the count alone does not tell those two types apart.

```lean
/-- For a reduced cell the number of symmetries is 12 only if `2b = a = c`, 8 only if `b = 0`
and `a = c`, and 2 only if `0 < 2b < a < c`. -/
theorem metric_of_card {a b c : ℝ} (h : IsReduced a b c) :
    ((latticeSymmetries a b c).ncard = 12 → 2 * b = a ∧ a = c) ∧
    ((latticeSymmetries a b c).ncard = 8 → b = 0 ∧ a = c) ∧
    ((latticeSymmetries a b c).ncard = 2 → 0 < 2 * b ∧ 2 * b < a ∧ a < c) := by
  rw [card_latticeSymmetries h]
  -- each branch either is the claimed case or equates two different numbers
  refine ⟨fun e => ?_, fun e => ?_, fun e => ?_⟩ <;> split_ifs at e <;>
    first
    | assumption
    | exact absurd e (by decide)

end PlaneLatticeSymmetry
```

```lean
#print axioms PlaneLatticeSymmetry.card_latticeSymmetries
#print axioms PlaneLatticeSymmetry.metric_of_card
```

```
'PlaneLatticeSymmetry.card_latticeSymmetries' depends on axioms: [propext, Classical.choice, Quot.sound]
'PlaneLatticeSymmetry.metric_of_card' depends on axioms: [propext, Classical.choice, Quot.sound]
```
